# A zero commutator residual on one vector does not imply that the density matrix commutes with the Hamiltonian

The model is a single-particle, non-interacting Hamiltonian `H` on three sites, with unit coupling between the first two and every other entry zero. One normalised orbital sits on the first site, giving the density matrix `P = Ψ Ψᴴ`, and a normalised gauge vector `G` sits on the third. The theorem states that the residual `(H P - P H) G` vanishes although `H P ≠ P H`. The attempt substitutes the explicit matrices and asks `simp` to check the residual entry by entry; for the second claim it assumes that the products are equal and compares their entries in the second row and first column, where a contradiction should appear.

This version doesn't compile in Lean 4 with Mathlib:

```lean
import Mathlib

open Matrix

namespace ResidualZeroWithoutOverlap

variable {n m : Type*} [Fintype n] [Fintype m] [DecidableEq m]

/-- The density matrix `P = Ψ Ψᴴ` of the orbitals in the columns of `Ψ`. -/
def density {n m : Type*} [Fintype m] (Ψ : Matrix n m ℂ) : Matrix n n ℂ := Ψ * Ψᴴ

/-- The commutator residual `(H P - P H) G`, compressed to the columns of `G`. -/
def residual {n m : Type*} [Fintype n] [Fintype m] (H : Matrix n n ℂ) (Ψ G : Matrix n m ℂ) :
    Matrix n m ℂ :=
  (H * density Ψ - density Ψ * H) * G

/-- On three sites with the first two coupled, an orbital on the first site and a normalized
gauge vector on the third give zero residual, though `H` and `P` do not commute. -/
theorem residual_zero_without_overlap {H : Matrix (Fin 3) (Fin 3) ℂ}
    {Ψ G : Matrix (Fin 3) (Fin 1) ℂ} (hH : H = !![0, 1, 0; 1, 0, 0; 0, 0, 0])
    (hΨ : Ψ = !![1; 0; 0]) (hG : G = !![0; 0; 1]) :
    residual H Ψ G = 0 ∧ H * density Ψ ≠ density Ψ * H := by
  subst hH hΨ hG
  constructor
  · ext i j
    fin_cases i <;> fin_cases j <;>
      simp [residual, density, Matrix.mul_apply, Fin.sum_univ_succ]
  · intro h
    have h0 := congrFun (congrFun h 1) 0
    simp [density, Matrix.mul_apply, Fin.sum_univ_succ] at h0

end ResidualZeroWithoutOverlap
```

Messages:

```
Main.lean:25:2: error: unsolved goals
case left.«0».«0»
⊢ (![0] ᵥ* !![1; 0; 0]ᴴ) 2 - (![1] ᵥ* (!![1; 0; 0]ᴴ * !![0, 1, 0; 1, 0, 0; 0, 0, 0])) 2 = 0

case left.«1».«0»
⊢ (![1] ᵥ* !![1; 0; 0]ᴴ) 2 - (![0] ᵥ* (!![1; 0; 0]ᴴ * !![0, 1, 0; 1, 0, 0; 0, 0, 0])) 2 = 0

case left.«2».«0»
⊢ (![0] ᵥ* (!![1; 0; 0]ᴴ * !![0, 1, 0; 1, 0, 0; 0, 0, 0])) 2 = 0
Main.lean:28:2: error: unsolved goals
case right
h : !![0, 1, 0; 1, 0, 0; 0, 0, 0] * density !![1; 0; 0] = density !![1; 0; 0] * !![0, 1, 0; 1, 0, 0; 0, 0, 0]
h0 : (![1] ᵥ* !![1; 0; 0]ᴴ) 0 = (![0] ᵥ* !![1; 0; 0]ᴴ) 1
⊢ False
```

This version goes through:

```diff
@@ -22,11 +22,17 @@
     residual H Ψ G = 0 ∧ H * density Ψ ≠ density Ψ * H := by
   subst hH hΨ hG
+  have hD : density (!![1; 0; 0] : Matrix (Fin 3) (Fin 1) ℂ) =
+      !![1, 0, 0; 0, 0, 0; 0, 0, 0] := by
+    ext i j
+    simp only [density, Matrix.mul_apply, Matrix.conjTranspose_apply]
+    fin_cases i <;> fin_cases j <;> simp
   constructor
   · ext i j
-    fin_cases i <;> fin_cases j <;>
-      simp [residual, density, Matrix.mul_apply, Fin.sum_univ_succ]
+    simp only [residual, hD, Matrix.mul_apply, Matrix.sub_apply, Fin.sum_univ_three]
+    fin_cases i <;> fin_cases j <;> simp
   · intro h
     have h0 := congrFun (congrFun h 1) 0
-    simp [density, Matrix.mul_apply, Fin.sum_univ_succ] at h0
+    simp only [hD, Matrix.mul_apply, Fin.sum_univ_three] at h0
+    simp at h0
 
 end ResidualZeroWithoutOverlap
```

Both errors report unfinished calculations, not false claims: the three remaining goals are true, and `h0` really is contradictory, since its two sides are 1 and 0. With `density` unfolded, `simp` meets products whose left factor is a literal matrix. Its default rules rewrite these row by row into vector-matrix products, written `ᵥ*`, before `Matrix.mul_apply` can expand them into sums of entries. The resulting terms, such as `![1] ᵥ* !![1; 0; 0]ᴴ`, no longer match `Matrix.mul_apply`, and `simp` evaluates them no further.

The repair controls the order. In `hD`, `simp only` expands the product and the conjugate transpose into entries without the default rules, and `simp` then evaluates each case, giving the density matrix as an explicit literal. Both parts of the proof use `hD` in place of unfolding `density`, and again expand the products with `simp only`, now into three-term sums by `Fin.sum_univ_three`. No `ᵥ*` terms arise, and the final `simp` calls have only explicit entries and arithmetic to settle.
